# The quadratic form of the two-site Hubbard Hamiltonian for one spin-up and one spin-down electron with real amplitudes

Two electrons of opposite spin live on two sites; each hops with amplitude `-t`, and a doubly occupied site costs `U`, where `t` and `U` are any real numbers. The state is a real 2 × 2 matrix `ψ`, whose entry `ψ i j` is the amplitude for the spin-up electron on site `i` and the spin-down electron on site `j`. The theorem says that ⟨ψ, Hψ⟩ equals −2t(ψ₀₀ + ψ₁₁)(ψ₀₁ + ψ₁₀) + U(ψ₀₀² + ψ₁₁²). The state need not be normalised; when it is, this number is the expectation value of the energy. The attempt expands the definitions and matrix products with `simp`, and leaves the remaining algebra to `ring`.

As first written in Lean, the proof fails:

```lean
import Mathlib

open Matrix

namespace EnergyFormula

noncomputable section

/-- Real amplitudes `ψ i j` for the spin-up electron on site `i` and the spin-down electron
on site `j`. -/
abbrev State := Matrix (Fin 2) (Fin 2) ℝ

/-- The Hubbard Hamiltonian: either electron hops with amplitude `-t`, and a doubly occupied
site costs `U`. -/
def hubbard (t U : ℝ) (ψ : State) : State :=
  (-t) • (!![0, 1; 1, 0] * ψ + ψ * !![0, 1; 1, 0]) + U • Matrix.diagonal (fun i => ψ i i)

/-- The inner product of two real states. -/
def braket (ψ φ : State) : ℝ := ∑ i, ∑ j, ψ i j * φ i j

/-- The quadratic form `⟨ψ, Hψ⟩` written in the four amplitudes of `ψ`; for a normalised state it is
the energy expectation value. -/
theorem energy_formula (t U : ℝ) (ψ : State) :
    braket ψ (hubbard t U ψ) =
      -2 * t * (ψ 0 0 + ψ 1 1) * (ψ 0 1 + ψ 1 0) + U * (ψ 0 0 ^ 2 + ψ 1 1 ^ 2) := by
  simp [braket, hubbard, Matrix.mul_apply, Fin.sum_univ_two, Matrix.diagonal_apply]
  ring

end

end EnergyFormula
```

The compiler's answer:

```
Try this:
  [apply] ring_nf
  
  The `ring` tactic failed to close the goal. Use `ring_nf` to obtain a normal form.
    
  Note that `ring` works primarily in *commutative* rings. If you have a noncommutative ring, abelian group or module, consider using `noncomm_ring`, `abel` or `module` instead.
Main.lean:25:82: error: unsolved goals
t U : ℝ
ψ : State
⊢ -(ψ 0 0 * t * (![0, 1] ᵥ* ψ) 0) - ψ 0 0 * t * ψ 0 1 * 2 + ψ 0 0 ^ 2 * U - t * ψ 0 1 * (![0, 1] ᵥ* ψ) 1 -
            t * ψ 1 0 * (![1, 0] ᵥ* ψ) 0 -
          t * ψ 1 0 * ψ 1 1 * 2 -
        t * ψ 1 1 * (![1, 0] ᵥ* ψ) 1 +
      U * ψ 1 1 ^ 2 =
    -(ψ 0 0 * t * ψ 0 1 * 2) - ψ 0 0 * t * ψ 1 0 * 2 + ψ 0 0 ^ 2 * U - t * ψ 0 1 * ψ 1 1 * 2 - t * ψ 1 0 * ψ 1 1 * 2 +
      U * ψ 1 1 ^ 2
```

The first message says that `ring` could not close the goal; the error shows what was left. Terms such as `(![0, 1] ᵥ* ψ) 0`, an entry of a row vector times `ψ`, remain on the left. This one equals `ψ 1 0`, but `ring` does not compute vector-matrix products and treats it as an unknown quantity.

These terms come from `!![0, 1; 1, 0] * ψ`. The full `simp` also uses Mathlib's default simplification rules, which rewrote this product row by row before `Matrix.mul_apply` could turn its entries into sums. The product with `ψ` on the left was expanded as intended.

The repair first uses `simp only`, which leaves those default row rules out. `Matrix.add_apply` and `Matrix.smul_apply` bring the indices to the products, `Matrix.mul_apply` and `Fin.sum_univ_two` write out their entries, and `smul_eq_mul` turns scalar action into multiplication. The plain `simp` that follows can then evaluate the entries of the hopping matrix, leaving an identity in real numbers that `ring` proves. The added comment is only explanatory.

This version goes through:

```diff
@@ -24,5 +24,8 @@
     braket ψ (hubbard t U ψ) =
       -2 * t * (ψ 0 0 + ψ 1 1) * (ψ 0 1 + ψ 1 0) + U * (ψ 0 0 ^ 2 + ψ 1 1 ^ 2) := by
-  simp [braket, hubbard, Matrix.mul_apply, Fin.sum_univ_two, Matrix.diagonal_apply]
+  -- expand the matrix products entry by entry, then insert the hopping amplitudes
+  simp only [braket, hubbard, Matrix.add_apply, Matrix.smul_apply, Matrix.mul_apply,
+    Fin.sum_univ_two, Matrix.diagonal_apply, smul_eq_mul]
+  simp
   ring
 
```
